# Thermal mean occupations of fixed configurations determine the site potential up to an energy shift common to all configurations

## Fitting a potential to given occupations

In an inversion calculation one adjusts the site potentials of a lattice model until its thermal mean occupations, at a fixed positive temperature, match a prescribed set. Two runs may reach the same occupations with different potentials, and one then needs to know how far the two answers can differ. For a model with finitely many configurations, whose internal energies and occupations do not depend on the potential, they can differ only by a potential that adds the same energy to every configuration.

## Configurations in a site potential

Let $s$ run over a finite, nonempty set of states and $i$ over a finite set of sites. State $s$ has internal energy $E_s$, interactions included, and occupations $n_i(s)$. In a site potential $v$ its energy is $E_s + v\cdot n(s)$, where $v\cdot n(s)=\sum_i v_i n_i(s)$. At inverse temperature $\beta>0$ the partition function, Gibbs probabilities and mean occupations are

$$Z_v=\sum_s e^{-\beta(E_s+v\cdot n(s))},\qquad p^v_s=\frac{e^{-\beta(E_s+v\cdot n(s))}}{Z_v},\qquad N^v_i=\sum_s p^v_s\,n_i(s).$$

A chemical potential can be absorbed into $E_s$.

The states stay the same when $v$ changes. This describes a classical lattice gas, or a quantum model that is diagonal in the occupations, such as the Hubbard model without hopping. Mermin's theorem for electrons also handles a kinetic energy that does not commute with the density, and that case is not treated here.

## Equal occupations force equal ensembles

The claim is that $N^v=N^w$ if and only if $(v-w)\cdot n(s)$ is the same for all $s$.

The logarithm of a Gibbs probability is $\log p^v_s=-\beta(E_s+v\cdot n(s))-\log Z_v$. Subtracting the same expression for $w$ removes $E_s$:

$$\log p^v_s-\log p^w_s=-\beta\,(v-w)\cdot n(s)-(\log Z_v-\log Z_w).$$

Multiply by $p^v_s-p^w_s$ and sum over $s$. Both ensembles are normalised, so the partition functions drop out:

$$\sum_s(p^v_s-p^w_s)(\log p^v_s-\log p^w_s)=-\beta\,(v-w)\cdot(N^v-N^w).$$

The left side is the symmetrised relative entropy. Because the logarithm is strictly increasing, each term is positive unless $p^v_s=p^w_s$. If $N^v=N^w$, the right side is zero, so every term vanishes and the ensembles are equal.

The difference of logarithms is then zero for every $s$, which gives $\beta\,(v-w)\cdot n(s)=\log Z_w-\log Z_v$. The right side does not depend on $s$, and dividing by $\beta$ gives the claim.

Conversely, suppose $(v-w)\cdot n(s)=c$ for all $s$. Every Boltzmann factor for $v$ is $e^{-\beta c}$ times the one for $w$, and so $Z_v=e^{-\beta c}Z_w$. The factor cancels in $p^v_s$, and the ensembles and their mean occupations agree.

## Free and fixed particle number

If every set of occupied sites is allowed, compare the state with one particle on site $i$ to the empty lattice. The condition becomes $v_i-w_i=0$, so the occupations determine the potential completely.

If every state holds $N$ particles, a uniform shift $v_i=w_i+c$ adds $cN$ to every energy and cannot be detected. Suppose also that for any sites $i,j$ there are states $s,t$ with $n(s)-n(t)=e_i-e_j$, where $e_i$ is the unit vector of site $i$. This says that the allowed configurations include a pair related by moving one particle from $j$ to $i$. Then $v_i-w_i=v_j-w_j$, and the uniform shift is the only freedom left.

## The statement in Lean

The types `S` and `ι` hold the states and the sites. The functions `energy`, `partitionFn`, `gibbs` and `meanOcc` are the quantities defined above, and `⬝ᵥ` is the dot product. The occupations `n` may be any real numbers.

The main theorem, `meanOcc_eq_iff`, expresses "the same for all states" by comparing every pair `s`, `t`. `latticeGas_meanOcc_injective` takes `Finset ι` as the type of states, with occupations 0 or 1 and an arbitrary energy for each set. In `fixedNumber_meanOcc_eq_iff`, the hypothesis `hN` fixes the particle number and `hop` supplies the pairs of configurations; `hop` concerns which states exist and puts no hopping term in the energy. `fixedNumber_witness` verifies both hypotheses for one particle on a lattice.

The theorems concern uniqueness. Whether some potential produces a given set of occupations, and how sensitive the potential is to errors in them, are separate questions.

```lean
import Mathlib

open Matrix

namespace ThermalDensityPotential

noncomputable section

variable {S ι : Type*} [Fintype S] [Fintype ι]

/-- Energy of the state `s` in the site potential `v`: internal energy plus the coupling of
the potential to the site occupations. -/
def energy (E : S → ℝ) (n : S → ι → ℝ) (v : ι → ℝ) (s : S) : ℝ := E s + v ⬝ᵥ n s

/-- Partition function at inverse temperature `β` in the site potential `v`. -/
def partitionFn (β : ℝ) (E : S → ℝ) (n : S → ι → ℝ) (v : ι → ℝ) : ℝ :=
  ∑ s, Real.exp (-β * energy E n v s)

/-- Gibbs probability of the state `s` in the site potential `v`. -/
def gibbs (β : ℝ) (E : S → ℝ) (n : S → ι → ℝ) (v : ι → ℝ) (s : S) : ℝ :=
  Real.exp (-β * energy E n v s) / partitionFn β E n v

/-- Mean occupation of each site in the Gibbs ensemble of the potential `v`. -/
def meanOcc (β : ℝ) (E : S → ℝ) (n : S → ι → ℝ) (v : ι → ℝ) : ι → ℝ :=
  fun i => ∑ s, gibbs β E n v s * n s i

/-- The partition function is positive. -/
theorem partitionFn_pos [Nonempty S] (β : ℝ) (E : S → ℝ) (n : S → ι → ℝ) (v : ι → ℝ) :
    0 < partitionFn β E n v :=
  Finset.sum_pos (fun _ _ => Real.exp_pos _) Finset.univ_nonempty

/-- The logarithm of a Gibbs probability is minus `β` times the energy, minus the logarithm
of the partition function. -/
theorem log_gibbs [Nonempty S] (β : ℝ) (E : S → ℝ) (n : S → ι → ℝ) (v : ι → ℝ) (s : S) :
    Real.log (gibbs β E n v s) =
      -β * energy E n v s - Real.log (partitionFn β E n v) := by
  unfold gibbs
  rw [Real.log_div (Real.exp_pos _).ne' (partitionFn_pos β E n v).ne', Real.log_exp]

/-- The symmetrised relative entropy of the Gibbs ensembles of two potentials is `-β` times
the potential difference contracted with the difference of the mean occupations. -/
theorem symmetric_relative_entropy [Nonempty S] (β : ℝ) (E : S → ℝ) (n : S → ι → ℝ)
    (v w : ι → ℝ) :
    ∑ s, (gibbs β E n v s - gibbs β E n w s) *
        (Real.log (gibbs β E n v s) - Real.log (gibbs β E n w s)) =
      -β * ((v - w) ⬝ᵥ (meanOcc β E n v - meanOcc β E n w)) := by
  -- both ensembles are normalised
  have norm : ∀ u : ι → ℝ, ∑ s, gibbs β E n u s = 1 := by
    intro u
    unfold gibbs
    rw [← Finset.sum_div]
    exact div_self (partitionFn_pos β E n u).ne'
  -- a potential contracted with mean occupations is an ensemble average
  have avg : ∀ a u : ι → ℝ,
      a ⬝ᵥ meanOcc β E n u = ∑ s, gibbs β E n u s * (a ⬝ᵥ n s) := by
    intro a u
    simp only [dotProduct, meanOcc, Finset.mul_sum]
    rw [Finset.sum_comm]
    exact Finset.sum_congr rfl fun s _ => Finset.sum_congr rfl fun i _ => by ring
  -- the internal energies cancel in the difference of logarithms
  have term : ∀ s, (gibbs β E n v s - gibbs β E n w s) *
        (Real.log (gibbs β E n v s) - Real.log (gibbs β E n w s)) =
      -β * (gibbs β E n v s * ((v - w) ⬝ᵥ n s) - gibbs β E n w s * ((v - w) ⬝ᵥ n s)) -
      (Real.log (partitionFn β E n v) - Real.log (partitionFn β E n w)) *
        (gibbs β E n v s - gibbs β E n w s) := by
    intro s
    rw [log_gibbs β E n v, log_gibbs β E n w, sub_dotProduct]
    unfold energy
    ring
  rw [Finset.sum_congr rfl (fun s _ => term s), Finset.sum_sub_distrib, ← Finset.mul_sum,
    ← Finset.mul_sum, Finset.sum_sub_distrib, Finset.sum_sub_distrib, norm v, norm w,
    dotProduct_sub, avg, avg]
  ring

/-- Two potentials with equal mean occupations have the same Gibbs ensemble. -/
theorem gibbs_eq_of_meanOcc_eq [Nonempty S] {β : ℝ} {E : S → ℝ} {n : S → ι → ℝ}
    {v w : ι → ℝ} (h : meanOcc β E n v = meanOcc β E n w) :
    gibbs β E n v = gibbs β E n w := by
  have pos : ∀ (u : ι → ℝ) (s : S), 0 < gibbs β E n u s := fun u s =>
    div_pos (Real.exp_pos _) (partitionFn_pos β E n u)
  -- the logarithm is strictly increasing, so unequal positive numbers give a positive product
  have strict : ∀ a b : ℝ, 0 < a → 0 < b → a ≠ b →
      0 < (a - b) * (Real.log a - Real.log b) := by
    intro a b ha hb hab
    rcases lt_or_gt_of_ne hab with hlt | hgt
    · exact mul_pos_of_neg_of_neg (sub_neg.2 hlt) (sub_neg.2 (Real.log_lt_log ha hlt))
    · exact mul_pos (sub_pos.2 hgt) (sub_pos.2 (Real.log_lt_log hb hgt))
  have h0 := symmetric_relative_entropy β E n v w
  rw [h, sub_self, dotProduct_zero, mul_zero] at h0
  have nonneg : ∀ s ∈ (Finset.univ : Finset S),
      0 ≤ (gibbs β E n v s - gibbs β E n w s) *
        (Real.log (gibbs β E n v s) - Real.log (gibbs β E n w s)) := by
    intro s _
    by_cases hs : gibbs β E n v s = gibbs β E n w s
    · rw [hs, sub_self, zero_mul]
    · exact (strict _ _ (pos v s) (pos w s) hs).le
  funext s
  by_contra hs
  exact (strict _ _ (pos v s) (pos w s) hs).ne'
    ((Finset.sum_eq_zero_iff_of_nonneg nonneg).1 h0 s (Finset.mem_univ s))

/-- If two potentials differ by the same energy `c` in every state, their Gibbs ensembles
coincide. -/
theorem gibbs_eq_of_const {β c : ℝ} {E : S → ℝ} {n : S → ι → ℝ} {v w : ι → ℝ}
    (h : ∀ s, (v - w) ⬝ᵥ n s = c) : gibbs β E n v = gibbs β E n w := by
  have hw : ∀ s, Real.exp (-β * energy E n v s) =
      Real.exp (-β * c) * Real.exp (-β * energy E n w s) := by
    intro s
    have hs := h s
    rw [sub_dotProduct] at hs
    rw [← Real.exp_add]
    congr 1
    unfold energy
    linear_combination (-β) * hs
  funext s
  unfold gibbs partitionFn
  simp only [hw]
  rw [← Finset.mul_sum]
  exact mul_div_mul_left _ _ (Real.exp_pos _).ne'

/-- Two site potentials give equal mean occupations at inverse temperature `β > 0` exactly
when their difference contributes the same energy in every state. -/
theorem meanOcc_eq_iff [Nonempty S] {β : ℝ} (hβ : 0 < β) (E : S → ℝ) (n : S → ι → ℝ)
    (v w : ι → ℝ) :
    meanOcc β E n v = meanOcc β E n w ↔
      ∀ s t, (v - w) ⬝ᵥ n s = (v - w) ⬝ᵥ n t := by
  constructor
  · intro h s t
    have hg := gibbs_eq_of_meanOcc_eq h
    -- compare the logarithms of the equal probabilities in the two states
    have hs := congrArg Real.log (congrFun hg s)
    have ht := congrArg Real.log (congrFun hg t)
    rw [log_gibbs, log_gibbs] at hs ht
    unfold energy at hs ht
    apply mul_left_cancel₀ hβ.ne'
    rw [sub_dotProduct, sub_dotProduct]
    linear_combination ht - hs
  · intro h
    obtain ⟨t⟩ := ‹Nonempty S›
    have hg : gibbs β E n v = gibbs β E n w := gibbs_eq_of_const fun s => h s t
    unfold meanOcc
    rw [hg]

/-- Occupations of a lattice gas whose states are the sets of occupied sites. -/
def latticeOcc [DecidableEq ι] (s : Finset ι) (i : ι) : ℝ := if i ∈ s then 1 else 0

/-- For a lattice gas with all sets of occupied sites allowed and any interaction energy,
different site potentials give different mean occupations. -/
theorem latticeGas_meanOcc_injective [DecidableEq ι] {β : ℝ} (hβ : 0 < β)
    (E : Finset ι → ℝ) : Function.Injective (meanOcc β E (latticeOcc (ι := ι))) := by
  intro v w h
  funext i
  -- compare the empty lattice with a single particle on site `i`
  have hi := (meanOcc_eq_iff hβ E latticeOcc v w).1 h {i} ∅
  simp [latticeOcc, dotProduct] at hi
  linarith

/-- If all states hold `N` particles and any two sites are linked by a pair of states that
differ by moving one particle between them, then two potentials give equal mean occupations
exactly when they differ by a uniform shift. -/
theorem fixedNumber_meanOcc_eq_iff [Nonempty S] [Nonempty ι] [DecidableEq ι] {β N : ℝ}
    (hβ : 0 < β) (E : S → ℝ) (n : S → ι → ℝ) (hN : ∀ s, ∑ i, n s i = N)
    (hop : ∀ i j, ∃ s t, n s - n t = Pi.single i 1 - Pi.single j 1) (v w : ι → ℝ) :
    meanOcc β E n v = meanOcc β E n w ↔ ∃ c, ∀ i, v i = w i + c := by
  rw [meanOcc_eq_iff hβ]
  constructor
  · intro h
    obtain ⟨j⟩ := ‹Nonempty ι›
    refine ⟨v j - w j, fun i => ?_⟩
    obtain ⟨s, t, hst⟩ := hop i j
    have h2 : (v - w) ⬝ᵥ (n s - n t) = 0 := by rw [dotProduct_sub, h s t, sub_self]
    rw [hst, dotProduct_sub] at h2
    simp at h2
    linarith
  · rintro ⟨c, hc⟩
    -- a uniform shift couples only to the particle number
    have key : ∀ s, (v - w) ⬝ᵥ n s = c * N := by
      intro s
      simp only [dotProduct, Pi.sub_apply, hc, add_sub_cancel_left]
      rw [← Finset.mul_sum, hN]
    intro s t
    rw [key, key]

/-- Occupations of a single particle whose states are the sites themselves. -/
def oneParticleOcc [DecidableEq ι] (s : ι) : ι → ℝ := Pi.single s 1

/-- A single particle on a lattice has fixed particle number one, and any two sites are linked
by a pair of states that differ by moving the particle between them. -/
theorem fixedNumber_witness [DecidableEq ι] :
    (∀ s : ι, ∑ i, oneParticleOcc s i = 1) ∧
      ∀ i j : ι, ∃ s t : ι,
        oneParticleOcc s - oneParticleOcc t = Pi.single i 1 - Pi.single j 1 :=
  ⟨fun s => by simp [oneParticleOcc, Pi.single_apply], fun i j => ⟨i, j, rfl⟩⟩

end

end ThermalDensityPotential
```

```lean
#print axioms ThermalDensityPotential.latticeGas_meanOcc_injective
-- 'ThermalDensityPotential.latticeGas_meanOcc_injective' depends on axioms: [propext, Classical.choice, Quot.sound]
#print axioms ThermalDensityPotential.fixedNumber_meanOcc_eq_iff
-- 'ThermalDensityPotential.fixedNumber_meanOcc_eq_iff' depends on axioms: [propext, Classical.choice, Quot.sound]
```

## How the proof follows the derivation

`partitionFn_pos` makes the division and the logarithm legitimate, and `log_gibbs` is the formula for $\log p^v_s$.

`symmetric_relative_entropy` is the summed identity. Its step `norm` is normalisation. The step `avg` exchanges the sums over sites and states, to turn a potential contracted with mean occupations into an ensemble average. The step `term` is the identity for a single state, in which `ring` cancels the internal energies.

In `gibbs_eq_of_meanOcc_eq`, `strict` proves positivity by treating $a<b$ and $a>b$ separately. Equal occupations make the sum zero, and `Finset.sum_eq_zero_iff_of_nonneg` then makes each term zero, which contradicts `strict` if some state has different probabilities in the two ensembles. No sign of $\beta$ is needed up to this point.

`gibbs_eq_of_const` is the converse: `hw` extracts the factor $e^{-\beta c}$, and `mul_div_mul_left` cancels it.

`meanOcc_eq_iff` joins the two directions. In the forward one, `hs` and `ht` are the equalities of logarithms in states $s$ and $t$. Their difference, taken by `linear_combination ht - hs`, eliminates the partition functions, and `mul_left_cancel₀` removes the factor $\beta$.

The two applications insert particular states. For the lattice gas these are `{i}` and `∅`. At fixed number, `hop` provides the pair for site $i$ and a reference site $j$, and the shift is $c=v_j-w_j$. In the other direction, `key` computes the common energy $cN$.
